# Long-time averages of a finite-dimensional observable keep only the matrix elements between equal energies

The Hamiltonian enters here as a list of real energies \(E_j\), one for each vector of an orthonormal eigenbasis, so the diagonalisation is taken as already done. The label \(j\) names a basis state and not a level: two different labels may carry the same energy, and this is how degeneracy is represented. The observable is an arbitrary complex matrix \(A\) in the same basis, Hermitian or not. Units are such that \(\hbar=1\), and the Hamiltonian does not depend on time.

In Lean the labels form a type `n`, and the energies are a function `E : n → ℝ`.

```lean
import Mathlib

open Filter Topology Matrix

namespace DiagonalEnsemble

noncomputable section

variable {n : Type*}
```

## The dephased observable and the time average

The claim is that averaging over a long time turns \(A\) into the matrix \(D\) with entries

\[
D_{jk}=\begin{cases}A_{jk}, & E_j=E_k,\\ 0, & E_j\neq E_k.\end{cases}
\]

The whole block of \(A\) inside a degenerate level survives, including its off-diagonal elements. In the file \(D\) is `dephase E A`.

```lean
/-- The dephased observable: matrix elements between basis states of equal energy are kept, all
others are set to zero. -/
def dephase (E : n → ℝ) (A : Matrix n n ℂ) : Matrix n n ℂ :=
  Matrix.of fun j k => if E j = E k then A j k else 0
```

The average of a signal \(f\) over the window from \(0\) to \(T\) is

\[
\overline{f}^{\,T}=\frac1T\int_0^T f(t)\,dt ,
\]

and the long-time average is its limit as \(T\to\infty\). Lean writes this limit as `Tendsto (timeAverage f) atTop (𝓝 a)`, which says both that the limit exists and that it equals \(a\).

```lean
/-- The average of a complex signal over the time interval from `0` to `T`, for `T ≠ 0`. -/
def timeAverage (f : ℝ → ℂ) (T : ℝ) : ℂ :=
  (T : ℂ)⁻¹ * ∫ t in (0 : ℝ)..T, f t
```

From here on the set of labels is finite. For a state vector \(\psi\) with components \(\psi_j\), the expectation value of a matrix \(M\) is

\[
\langle\psi,M\psi\rangle=\sum_{j,k}\psi_j^*\,M_{jk}\,\psi_k .
\]

The vector is not required to be normalised. For \(\psi\neq0\), the physical expectation value is this number divided by \(\sum_j|\psi_j|^2\), and the same division applies to the limits of expectation values below.

```lean
variable [Fintype n]

/-- The expectation value `⟨ψ, M ψ⟩` of a matrix `M` in the state vector `ψ`. -/
def expectation (ψ : n → ℂ) (M : Matrix n n ℂ) : ℂ :=
  star ψ ⬝ᵥ M *ᵥ ψ
```

The double sum follows by writing out the matrix-vector product and the inner product.

```lean
/-- The expectation value written out in matrix elements. -/
theorem expectation_eq_sum (ψ : n → ℂ) (M : Matrix n n ℂ) :
    expectation ψ M = ∑ j, ∑ k, star (ψ j) * M j k * ψ k := by
  simp [expectation, dotProduct, Matrix.mulVec, Finset.mul_sum, mul_assoc]
```

## Each matrix element rotates at a Bohr frequency

The Hamiltonian is \(H=\mathrm{diag}(E_j)\).

```lean
variable [DecidableEq n]

/-- The Hamiltonian with real energies `E`, written in its eigenbasis. -/
def hamiltonian (E : n → ℝ) : Matrix n n ℂ :=
  Matrix.diagonal fun j => (E j : ℂ)
```

In the Heisenberg picture the observable at time \(t\) is \(A(t)=e^{itH}Ae^{-itH}\). The definition uses the true matrix exponential, so the phases have to be derived.

```lean
/-- The observable `A` at time `t` in the Heisenberg picture, `exp(itH) A exp(-itH)`. -/
def heisenberg (E : n → ℝ) (A : Matrix n n ℂ) (t : ℝ) : Matrix n n ℂ :=
  NormedSpace.exp ((Complex.I * t) • hamiltonian E) * A *
    NormedSpace.exp ((-(Complex.I * t)) • hamiltonian E)
```

For a complex number \(z\), the powers of \(zH\) are \((zH)^m=\mathrm{diag}\big((zE_j)^m\big)\). Summing the exponential series entry by entry gives

\[
e^{zH}=\mathrm{diag}\big(e^{zE_j}\big).
\]

The proof moves \(z\) inside the diagonal matrix and then applies Mathlib's theorem on the exponential of a diagonal matrix, `Matrix.exp_diagonal`.

```lean
/-- The exponential of a multiple of the Hamiltonian is diagonal, with the exponentials of
the scaled energies as entries. -/
theorem exp_hamiltonian (E : n → ℝ) (z : ℂ) :
    NormedSpace.exp (z • hamiltonian E) =
      Matrix.diagonal fun j => Complex.exp (z * E j) := by
  have h : z • hamiltonian E = Matrix.diagonal fun j => z * (E j : ℂ) := by
    ext i j
    by_cases hij : i = j <;> simp [hamiltonian, hij]
  rw [h, Matrix.exp_diagonal, Pi.exp_def, Complex.exp_eq_exp_ℂ]
```

Multiplication by a diagonal matrix from the left scales rows, and from the right it scales columns. With \(z=it\) on the left and \(z=-it\) on the right,

\[
A(t)_{jk}=e^{itE_j}A_{jk}e^{-itE_k}=e^{i(E_j-E_k)t}A_{jk}.
\]

In the proof, `h` combines the two phases into one, and `Matrix.mul_diagonal` and `Matrix.diagonal_mul` do the scaling.

```lean
/-- Each matrix element of an evolving observable rotates at the Bohr frequency
`E j - E k`. -/
theorem heisenberg_apply (E : n → ℝ) (A : Matrix n n ℂ) (t : ℝ) (j k : n) :
    heisenberg E A t j k = Complex.exp (Complex.I * (E j - E k) * t) * A j k := by
  have h : Complex.exp (Complex.I * (E j - E k) * t) =
      Complex.exp (Complex.I * t * E j) * Complex.exp (-(Complex.I * t) * E k) := by
    rw [← Complex.exp_add]
    congr 1
    ring
  unfold heisenberg
  rw [exp_hamiltonian, exp_hamiltonian, Matrix.mul_diagonal, Matrix.diagonal_mul, h]
  ring
```

## Equal energies: nothing to average

If \(E_j=E_k\), the phase is \(1\) at all times. The integrand is the constant \(A_{jk}\), and for every \(T>0\)

\[
\frac1T\int_0^T A_{jk}\,dt=A_{jk}.
\]

The equality is exact for any window of positive length.

```lean
/-- Between basis states of equal energy the time average from `0` to any `T > 0` is the original
matrix element. -/
theorem timeAverage_of_eq (E : n → ℝ) (A : Matrix n n ℂ) {j k : n} (h : E j = E k)
    {T : ℝ} (hT : 0 < T) : timeAverage (fun t => heisenberg E A t j k) T = A j k := by
  have hT' : (T : ℂ) ≠ 0 := by exact_mod_cast hT.ne'
  simp only [timeAverage, heisenberg_apply, h, sub_self, mul_zero, zero_mul,
    Complex.exp_zero, one_mul]
  rw [intervalIntegral.integral_const, sub_zero, Complex.real_smul, ← mul_assoc,
    inv_mul_cancel₀ hT', one_mul]
```

## Different energies: a bound that decays as \(1/T\)

Now let \(\omega=E_j-E_k\neq0\). The phase has an elementary antiderivative, so

\[
\frac1T\int_0^T e^{i\omega t}A_{jk}\,dt=\frac{e^{i\omega T}-1}{i\omega T}\,A_{jk}.
\]

The numerator is a difference of two numbers of modulus one and has modulus at most \(2\). Hence

\[
\left|\frac1T\int_0^T A(t)_{jk}\,dt\right|\le\frac{2|A_{jk}|}{T\,|E_j-E_k|}.
\]

The Lean proof has the same parts. The statement `hc` says that \(i\omega\neq0\), which the antiderivative needs; `hcn` computes \(|i\omega|=|\omega|\); `hphase` gives the phases modulus one; and `h2` bounds their difference by \(2\). The final `calc` block collects the factors.

```lean
/-- Between basis states of different energy the time average from `0` to `T > 0` is at most `2 |A j
k| / (T |E j - E k|)` in modulus. -/
theorem norm_timeAverage_le (E : n → ℝ) (A : Matrix n n ℂ) {j k : n} (h : E j ≠ E k)
    {T : ℝ} (hT : 0 < T) :
    ‖timeAverage (fun t => heisenberg E A t j k) T‖ ≤
      2 * ‖A j k‖ / (T * |E j - E k|) := by
  have hc : Complex.I * ((E j : ℂ) - E k) ≠ 0 :=
    mul_ne_zero Complex.I_ne_zero (sub_ne_zero.mpr (by exact_mod_cast h))
  have hcn : ‖Complex.I * ((E j : ℂ) - E k)‖ = |E j - E k| := by
    rw [norm_mul, Complex.norm_I, one_mul, ← Complex.ofReal_sub, Complex.norm_real,
      Real.norm_eq_abs]
  -- the phases have modulus one, so their difference is at most two
  have hphase : ∀ s : ℝ, ‖Complex.exp (Complex.I * ((E j : ℂ) - E k) * s)‖ = 1 := by
    intro s
    have hs : Complex.I * ((E j : ℂ) - E k) * s =
        (((E j - E k) * s : ℝ) : ℂ) * Complex.I := by
      push_cast
      ring
    rw [hs, Complex.norm_exp_ofReal_mul_I]
  have h2 : ‖Complex.exp (Complex.I * ((E j : ℂ) - E k) * T) -
      Complex.exp (Complex.I * ((E j : ℂ) - E k) * (0 : ℝ))‖ ≤ 2 :=
    (norm_sub_le _ _).trans (by rw [hphase, hphase]; norm_num)
  simp only [timeAverage, heisenberg_apply]
  rw [intervalIntegral.integral_mul_const, integral_exp_mul_complex hc, norm_mul, norm_inv,
    norm_mul, norm_div, hcn, Complex.norm_real, Real.norm_of_nonneg hT.le]
  calc _ = ‖Complex.exp (Complex.I * ((E j : ℂ) - E k) * T) -
        Complex.exp (Complex.I * ((E j : ℂ) - E k) * (0 : ℝ))‖ *
          (‖A j k‖ / (T * |E j - E k|)) := by ring
    _ ≤ 2 * (‖A j k‖ / (T * |E j - E k|)) :=
        mul_le_mul_of_nonneg_right h2 (by positivity)
    _ = _ := by ring
```

## The limit of each matrix element

The two cases together give

\[
\lim_{T\to\infty}\frac1T\int_0^T A(t)_{jk}\,dt=D_{jk}.
\]

For equal energies the average agrees with the constant \(A_{jk}\) as soon as \(T>0\). For different energies its modulus lies below a bound that tends to zero, and `squeeze_zero_norm'` draws the conclusion.

```lean
/-- The long-time average of the matrix element `(j, k)` of `exp(itH) A exp(-itH)` is
`A j k` if the two energies are equal and zero otherwise. -/
theorem tendsto_timeAverage (E : n → ℝ) (A : Matrix n n ℂ) (j k : n) :
    Tendsto (timeAverage fun t => heisenberg E A t j k) atTop
      (𝓝 (if E j = E k then A j k else 0)) := by
  by_cases h : E j = E k
  · rw [if_pos h]
    exact tendsto_const_nhds.congr'
      ((eventually_gt_atTop 0).mono fun T hT => (timeAverage_of_eq E A h hT).symm)
  · rw [if_neg h]
    refine squeeze_zero_norm'
      ((eventually_gt_atTop 0).mono fun T hT => norm_timeAverage_le E A h hT) ?_
    exact tendsto_const_nhds.div_atTop
      (tendsto_id.atTop_mul_const (abs_pos.mpr (sub_ne_zero.mpr h)))
```

## What survives is conserved

The dephased observable commutes with the Hamiltonian, since

\[
(HD)_{jk}=E_jD_{jk},\qquad (DH)_{jk}=D_{jk}E_k .
\]

These agree when \(E_j=E_k\), and otherwise both vanish because \(D_{jk}=0\). The tactic `split_ifs` separates the two cases.

```lean
/-- The dephased observable commutes with the Hamiltonian. -/
theorem hamiltonian_mul_dephase (E : n → ℝ) (A : Matrix n n ℂ) :
    hamiltonian E * dephase E A = dephase E A * hamiltonian E := by
  ext j k
  simp only [hamiltonian, Matrix.diagonal_mul, Matrix.mul_diagonal, dephase, Matrix.of_apply]
  split_ifs with h
  · rw [h, mul_comm]
  · rw [mul_zero, zero_mul]
```

The statement could also have started from a Hermitian matrix \(H\) in an arbitrary basis. With \(P_\varepsilon\) the orthogonal projection onto the eigenspace of energy \(\varepsilon\), the dephased observable would read \(\sum_\varepsilon P_\varepsilon AP_\varepsilon\). That form refers to no eigenbasis, but its proof would need the spectral theorem first, before reducing to the diagonal case treated here.

## Expectation values

The expectation value is a finite sum of matrix elements with fixed coefficients, so the average can be taken term by term:

\[
\frac1T\int_0^T\langle\psi,A(t)\psi\rangle\,dt
=\sum_{j,k}\psi_j^*\left(\frac1T\int_0^T A(t)_{jk}\,dt\right)\psi_k
\;\longrightarrow\;\sum_{j,k}\psi_j^*D_{jk}\psi_k=\langle\psi,D\psi\rangle .
\]

In the proof, `hsum` is the first equality. Exchanging the sums with the integral requires integrable terms, which follows from the continuity recorded in `hcont`. The limit is then taken in each term by `tendsto_timeAverage`.

```lean
/-- In any state vector, the long-time average of the expectation value of `A` is the
expectation value of the dephased observable. -/
theorem tendsto_expectation (E : n → ℝ) (A : Matrix n n ℂ) (ψ : n → ℂ) :
    Tendsto (timeAverage fun t => expectation ψ (heisenberg E A t)) atTop
      (𝓝 (expectation ψ (dephase E A))) := by
  have hcont : ∀ j k, Continuous fun t => heisenberg E A t j k := by
    intro j k
    simp only [heisenberg_apply]
    fun_prop
  -- averaging acts on each matrix element separately
  have hsum : ∀ T, timeAverage (fun t => expectation ψ (heisenberg E A t)) T =
      ∑ j, ∑ k, star (ψ j) * timeAverage (fun t => heisenberg E A t j k) T * ψ k := by
    intro T
    simp only [timeAverage, expectation_eq_sum]
    rw [intervalIntegral.integral_finsetSum, Finset.mul_sum]
    · refine Finset.sum_congr rfl fun j _ => ?_
      rw [intervalIntegral.integral_finsetSum, Finset.mul_sum]
      · refine Finset.sum_congr rfl fun k _ => ?_
        rw [intervalIntegral.integral_mul_const, intervalIntegral.integral_const_mul]
        ring
      · intro k _
        apply Continuous.intervalIntegrable
        exact (continuous_const.mul (hcont j k)).mul continuous_const
    · intro j _
      apply Continuous.intervalIntegrable
      exact continuous_finsetSum _ fun k _ =>
        (continuous_const.mul (hcont j k)).mul continuous_const
  rw [expectation_eq_sum]
  refine Tendsto.congr (fun T => (hsum T).symm) ?_
  exact tendsto_finsetSum _ fun j _ => tendsto_finsetSum _ fun k _ =>
    ((tendsto_timeAverage E A j k).const_mul _).mul_const _
```

Suppose now that the spectrum is nondegenerate, so that different labels have different energies. Lean expresses this as `Function.Injective E`. Then \(D_{jk}=0\) for \(j\neq k\) and \(D_{jj}=A_{jj}\), and the limit becomes

\[
\langle\psi,D\psi\rangle=\sum_j|\psi_j|^2A_{jj}.
\]

For a normalised state the weights \(|\psi_j|^2\) are the probabilities of the energy eigenstates, and the sum is the diagonal-ensemble value. The proof uses `Finset.sum_eq_single` to keep only \(k=j\) in the inner sum.

This is a statement about averages: it does not say that the expectation value settles down at late times, nor that the limit is a thermal value. In a system with only two basis states, with \(E_1\neq E_2\) and a Hermitian \(A\), the expectation value keeps oscillating whenever \(\psi_1^*A_{12}\psi_2\neq0\), and only its average converges.

```lean
/-- Diagonal ensemble: for a nondegenerate spectrum the long-time average of the expectation
value of `A` is the sum of the diagonal elements `A j j` weighted by `|ψ j|²`. -/
theorem tendsto_diagonal_ensemble (E : n → ℝ) (hE : Function.Injective E)
    (A : Matrix n n ℂ) (ψ : n → ℂ) :
    Tendsto (timeAverage fun t => expectation ψ (heisenberg E A t)) atTop
      (𝓝 (∑ j, ((‖ψ j‖ ^ 2 : ℝ) : ℂ) * A j j)) := by
  have h : expectation ψ (dephase E A) = ∑ j, ((‖ψ j‖ ^ 2 : ℝ) : ℂ) * A j j := by
    rw [expectation_eq_sum]
    refine Finset.sum_congr rfl fun j _ => ?_
    rw [Finset.sum_eq_single j]
    · have hd : dephase E A j j = A j j := by simp [dephase]
      have hn : star (ψ j) * ψ j = ((‖ψ j‖ ^ 2 : ℝ) : ℂ) := by
        push_cast
        exact Complex.conj_mul' _
      rw [hd, ← hn]
      ring
    · intro k _ hk
      have h0 : dephase E A j k = 0 := if_neg fun h => hk (hE h).symm
      rw [h0, mul_zero, zero_mul]
    · intro hj
      exact absurd (Finset.mem_univ j) hj
  rw [← h]
  exact tendsto_expectation E A ψ
```

In exact-diagonalisation studies of a finite, isolated system after a sudden change of the Hamiltonian, this formula gives the long-time average without any time propagation. One diagonalises \(H=V\,\mathrm{diag}(E)\,V^\dagger\), forms \(c=V^\dagger\psi\) and \(B=V^\dagger AV\), and evaluates \(\sum_j|c_j|^2B_{jj}\). If levels are degenerate, the terms \(c_j^*B_{jk}c_k\) with \(j\neq k\) and \(E_j=E_k\) are added to this sum, and in floating-point arithmetic this equality becomes a tolerance. When the average is taken from propagated data, the bound above gives a sufficient length for the run: for \(E_j\neq E_k\) and any chosen \(\eta>0\), a window \(T\ge 2/(\eta|E_j-E_k|)\) brings the modulus of the averaged element to at most \(\eta|A_{jk}|\). For a given \(\eta\), the smallest nonzero energy difference gives the longest of these windows.

## Nondegeneracy read off from the averages

The spectrum is nondegenerate exactly when every off-diagonal element of every observable averages to zero.

In one direction, \(j\neq k\) gives \(E_j\neq E_k\), and the limit of the averaged element is zero. In the other, suppose that all these averages tend to zero but \(E_j=E_k\) for some \(j\neq k\). Take for \(A\) the matrix whose entries are all \(1\). The average of its \((j,k)\) element tends to \(1\), because the energies are equal, and to \(0\), by assumption. A limit is unique, so this is a contradiction. In Lean the last step is `tendsto_nhds_unique`.

The matrix of ones is Hermitian, so the converse already follows from averages of physical observables. The condition concerns the levels only: energy differences may coincide, as they do for equally spaced levels.

```lean
/-- The spectrum is nondegenerate if and only if every off-diagonal matrix element of every
observable has long-time average zero. -/
theorem injective_iff_offDiagonal_average (E : n → ℝ) :
    Function.Injective E ↔ ∀ (A : Matrix n n ℂ) (j k : n), j ≠ k →
      Tendsto (timeAverage fun t => heisenberg E A t j k) atTop (𝓝 0) := by
  constructor
  · intro hE A j k hjk
    have h := tendsto_timeAverage E A j k
    rwa [if_neg (hE.ne hjk)] at h
  · intro h j k hjk
    by_contra hne
    -- the matrix of ones keeps its off-diagonal element between two states of equal energy
    have h1 := tendsto_timeAverage E (Matrix.of fun _ _ => (1 : ℂ)) j k
    rw [if_pos hjk] at h1
    exact one_ne_zero (tendsto_nhds_unique h1 (h _ j k hne))

end

end DiagonalEnsemble
```

```lean
#print axioms DiagonalEnsemble.tendsto_timeAverage
#print axioms DiagonalEnsemble.hamiltonian_mul_dephase
#print axioms DiagonalEnsemble.tendsto_diagonal_ensemble
#print axioms DiagonalEnsemble.injective_iff_offDiagonal_average
```

```
'DiagonalEnsemble.tendsto_timeAverage' depends on axioms: [propext, Classical.choice, Quot.sound]
'DiagonalEnsemble.hamiltonian_mul_dephase' depends on axioms: [propext, Classical.choice, Quot.sound]
'DiagonalEnsemble.tendsto_diagonal_ensemble' depends on axioms: [propext, Classical.choice, Quot.sound]
'DiagonalEnsemble.injective_iff_offDiagonal_average' depends on axioms: [propext, Classical.choice, Quot.sound]
```
